# The Hidden u(n) Symmetry of the n-Dimensional Isotropic Classical Oscillator

With only energy and angular momentum as conserved quantities, a non-circular orbit of a two-dimensional isotropic oscillator is underdetermined: they fix the shape of its ellipse but not the direction of its long axis. The missing information sits in bilinears of the complex amplitudes.

## Conserved bilinears and their brackets

An isotropic oscillator in $n$ dimensions is the same system as $n$ uncoupled one-dimensional oscillators of equal mass and frequency. Take unit mass and frequency, let all indices run from $1$ to $n$, and let

$$H=\tfrac12\sum_j(q_j^2+p_j^2),\qquad \{f,g\}=\sum_i\left(\frac{\partial f}{\partial q_i}\frac{\partial g}{\partial p_i}-\frac{\partial f}{\partial p_i}\frac{\partial g}{\partial q_i}\right).$$

Define $a_j=(q_j+ip_j)/\sqrt2$, $b_j=(q_j-ip_j)/\sqrt2$ and $N_{jk}=b_ja_k$. As a subscript or under a sum sign, $i$ numbers the degrees of freedom; everywhere else it is the imaginary unit. The claim is

$$\{N_{jk},N_{lm}\}=-i(\delta_{kl}N_{jm}-\delta_{jm}N_{lk}),\qquad \{N_{jk},H\}=0.$$

The $q_i$- and $p_i$-derivatives of $a_j$ are $\delta_{ji}/\sqrt2$ and $i\delta_{ji}/\sqrt2$; those of $b_j$ are $\delta_{ji}/\sqrt2$ and $-i\delta_{ji}/\sqrt2$. Hence

$$\{a_j,b_k\}=\tfrac12(-i-i)\delta_{jk}=-i\delta_{jk},\qquad \{a_j,a_k\}=\{b_j,b_k\}=0.$$

The Leibniz rule gives $\{N_{jk},b_l\}=-i\delta_{kl}b_j$ and $\{N_{jk},a_m\}=i\delta_{jm}a_k$, so

$$\{N_{jk},b_la_m\}=-i\delta_{kl}b_ja_m+i\delta_{jm}b_la_k,$$

which is the first claim. Since $b_ja_j=\frac12(q_j^2+p_j^2)$, we have $H=\sum_lN_{ll}$. Setting $m=l$ and summing gives $-i(N_{jk}-N_{jk})=0$.

## From matrices to observables

For a complex matrix $A$ let $Q_A=\sum_{jk}A_{jk}N_{jk}$. By linearity,

$$\{Q_A,a_l\}=i\sum_kA_{lk}a_k,\qquad \{Q_A,b_l\}=-i\sum_jA_{jl}b_j.$$

Therefore

$$\{Q_A,Q_B\}=\sum_{lm}B_{lm}\Big(-i\sum_jA_{jl}b_ja_m+i\,b_l\sum_kA_{mk}a_k\Big)=-iQ_{AB-BA}.$$

The matrix can be recovered from the observable, because $\{b_m,\{Q_A,a_l\}\}=i\cdot i\,A_{lm}=-A_{lm}$. Complex conjugation at real $q,p$ swaps $a_j$ and $b_j$, so it sends $N_{jk}$ to $N_{kj}$ and $Q_A$ to $Q_{A^\dagger}$. Thus $Q_A$ is real exactly when $A=A^\dagger$. Hermitian matrices with the bracket $-i(AB-BA)$ form $u(n)$ in the physicist's convention.

In quantum mechanics the operators $a_j^\dagger a_k$ obey the same relations, with the commutator replacing $i\{\cdot,\cdot\}$ at $\hbar=1$; for uncoupled oscillators of equal frequency they connect states within a degenerate level.

## Two oscillators at one phase-space point

Let $q=(2,0)$ and $p=(0,1)$. Then $N_{11}=2$, $N_{22}=\frac12$, $N_{12}=i$ and $N_{21}=-i$. The formula predicts $\{N_{12},N_{21}\}=-i(2-\frac12)=-\frac32i$. Direct differentiation gives $\frac i2$ from the first degree of freedom and $-2i$ from the second, with the same total.

## Polynomial phase space in Lean

```lean
import Mathlib

open MvPolynomial Matrix
open Complex (I)

namespace OscillatorUnitarySymmetry

noncomputable section
```

Observables are complex polynomials in $2n$ variables. The left copy of `Fin n` labels positions, the right copy momenta.

```lean
/-- Polynomial observables on the phase space of `n` degrees of freedom. -/
abbrev Obs (n : ℕ) := MvPolynomial (Fin n ⊕ Fin n) ℂ

variable {n : ℕ}

/-- The position `q_j`. -/
def q (j : Fin n) : Obs n := X (Sum.inl j)

/-- The momentum `p_j`. -/
def p (j : Fin n) : Obs n := X (Sum.inr j)
```

The bracket uses formal partial derivatives, `pderiv`, and fixes the sign $\{q_j,p_j\}=1$.

```lean
/-- The Poisson bracket `{f, g} = ∑ (∂f/∂q_i ∂g/∂p_i - ∂f/∂p_i ∂g/∂q_i)`. -/
def poisson (f g : Obs n) : Obs n :=
  ∑ i, (pderiv (Sum.inl i) f * pderiv (Sum.inr i) g
    - pderiv (Sum.inr i) f * pderiv (Sum.inl i) g)

/-- The Kronecker delta, as a constant observable. -/
def delta (j k : Fin n) : Obs n := if j = k then 1 else 0
```

The constant `r` is $1/\sqrt2$, and `C` turns a number into a constant polynomial.

```lean
/-- The number `1/√2`. -/
def r : ℂ := ((Real.sqrt 2 : ℝ) : ℂ)⁻¹

/-- The complex amplitude `a_j = (q_j + i p_j)/√2`. -/
def a (j : Fin n) : Obs n := C r * (q j + C I * p j)

/-- The conjugate amplitude `b_j = (q_j - i p_j)/√2`. -/
def b (j : Fin n) : Obs n := C r * (q j - C I * p j)

/-- The bilinear `N_jk = b_j a_k`. -/
def N (j k : Fin n) : Obs n := b j * a k
```

The Hamiltonian is defined by positions and momenta, so its expression through the bilinears needs proof. `charge A` is $Q_A$.

```lean
/-- The isotropic oscillator Hamiltonian `H = ½ ∑ (q_j² + p_j²)`. -/
def H : Obs n := C (1 / 2) * ∑ j, (q j ^ 2 + p j ^ 2)

/-- The quadratic observable `∑ A_jk N_jk` attached to a matrix `A`. -/
def charge (A : Matrix (Fin n) (Fin n) ℂ) : Obs n := ∑ j, ∑ k, C (A j k) * N j k
```

## Bracket rules and amplitudes

Antisymmetry and the Leibniz rule are checked term by term in the sum over degrees of freedom. Linearity for constant factors follows from Leibniz, since constants have zero bracket.

```lean
/-- The Poisson bracket is antisymmetric. -/
theorem poisson_antisymm (f g : Obs n) : poisson f g = -poisson g f := by
  simp only [poisson, ← Finset.sum_neg_distrib]
  exact Finset.sum_congr rfl fun i _ => by ring

/-- The Leibniz rule in the second argument. -/
theorem poisson_mul_right (f g h : Obs n) :
    poisson f (g * h) = poisson f g * h + g * poisson f h := by
  simp only [poisson, pderiv_mul, Finset.sum_mul, Finset.mul_sum, ← Finset.sum_add_distrib]
  exact Finset.sum_congr rfl fun i _ => by ring

/-- In the second argument, the bracket respects sums indexed by the `n` degrees of freedom, and
constant factors. -/
theorem poisson_linear :
    (∀ (f : Obs n) (g : Fin n → Obs n), poisson f (∑ j, g j) = ∑ j, poisson f (g j)) ∧
    (∀ (f g : Obs n) (c : ℂ), poisson f (C c * g) = C c * poisson f g) := by
  constructor
  · intro f g
    simp only [poisson, map_sum, Finset.mul_sum, ← Finset.sum_sub_distrib]
    exact Finset.sum_comm
  · intro f g c
    have h0 : poisson f (C c) = 0 := by simp [poisson]
    rw [poisson_mul_right, h0]
    ring
```

The next proof computes the four derivatives `da`, `da'`, `db`, `db'`, then uses $r^2+r^2=1$ to obtain the coefficient $-i$.

```lean
/-- The amplitudes satisfy `{a_j, a_k} = 0`, `{b_j, b_k} = 0` and `{a_j, b_k} = -i δ_jk`. -/
theorem ladder (j k : Fin n) :
    poisson (a j) (a k) = 0 ∧ poisson (b j) (b k) = 0 ∧
    poisson (a j) (b k) = -C I * delta j k := by
  -- partial derivatives of the amplitudes
  have da (i j : Fin n) : pderiv (Sum.inl i) (a j) = C r * delta j i := by
    by_cases h : j = i <;> simp [a, q, p, delta, pderiv_X, h]
  have da' (i j : Fin n) : pderiv (Sum.inr i) (a j) = C r * C I * delta j i := by
    by_cases h : j = i <;> simp [a, q, p, delta, pderiv_X, h]
  have db (i j : Fin n) : pderiv (Sum.inl i) (b j) = C r * delta j i := by
    by_cases h : j = i <;> simp [b, q, p, delta, pderiv_X, h]
  have db' (i j : Fin n) : pderiv (Sum.inr i) (b j) = -(C r * C I * delta j i) := by
    by_cases h : j = i <;> simp [b, q, p, delta, pderiv_X, h]
  have hr0 : r * r + r * r = 1 := by
    rw [r, ← mul_inv, ← Complex.ofReal_mul, Real.mul_self_sqrt (by norm_num)]
    norm_num
  have hr : (C r : Obs n) * C r + C r * C r = 1 := by
    rw [← C_mul, ← C_add, hr0, C_1]
  have hd : ∑ i, delta j i * delta k i = delta j k := by
    by_cases h : j = k
    · subst h
      simp [delta]
    · simp [delta, h, Ne.symm h]
  refine ⟨?_, ?_, ?_⟩
  · exact Finset.sum_eq_zero fun i _ => by rw [da, da', da, da']; ring
  · exact Finset.sum_eq_zero fun i _ => by rw [db, db', db, db']; ring
  · rw [← hd, Finset.mul_sum]
    unfold poisson
    refine Finset.sum_congr rfl fun i _ => ?_
    rw [da, da', db, db']
    linear_combination (-C I * delta j i * delta k i) * hr
```

Here $r^2=\frac12$ and $i^2=-1$ reduce each $b_ja_j$ to one oscillator's energy.

```lean
/-- The oscillator Hamiltonian is the sum of the diagonal bilinears, `H = ∑ N_jj`. -/
theorem hamiltonian_eq : (H : Obs n) = ∑ j, N j j := by
  have hr0 : r * r = 1 / 2 := by
    rw [r, ← mul_inv, ← Complex.ofReal_mul, Real.mul_self_sqrt (by norm_num)]
    norm_num
  have hr : (C r : Obs n) * C r = C (1 / 2) := by rw [← C_mul, hr0]
  have hI : (C I : Obs n) * C I = -1 := by rw [← C_mul, Complex.I_mul_I, C_neg, C_1]
  rw [H, Finset.mul_sum]
  refine Finset.sum_congr rfl fun j _ => ?_
  simp only [N, a, b]
  linear_combination (-(q j ^ 2 + p j ^ 2)) * hr + C r ^ 2 * p j ^ 2 * hI
```

## The symmetry theorem

In the proof, `h1` and `h2` are the brackets of $N_{jk}$ with $b_l$ and $a_m$. Conservation is stated as a vanishing bracket with `H`; time evolution and the action of the group $U(n)$ are not modelled.

```lean
/-- The bilinears obey `{N_jk, N_lm} = -i (δ_kl N_jm - δ_jm N_lk)`, and each of them
Poisson-commutes with the oscillator Hamiltonian. -/
theorem unitary_symmetry (j k : Fin n) :
    (∀ l m, poisson (N j k) (N l m) = -C I * (delta k l * N j m - delta j m * N l k)) ∧
    poisson (N j k) H = 0 := by
  have hN : ∀ l m, poisson (N j k) (N l m)
      = -C I * (delta k l * N j m - delta j m * N l k) := by
    intro l m
    have hd : delta m j = delta j m := if_congr eq_comm rfl rfl
    have h1 : poisson (N j k) (b l) = -C I * delta k l * b j := by
      rw [poisson_antisymm, N, poisson_mul_right, (ladder l j).2.1,
        poisson_antisymm (b l) (a k), (ladder k l).2.2]
      ring
    have h2 : poisson (N j k) (a m) = C I * delta j m * a k := by
      rw [poisson_antisymm, N, poisson_mul_right, (ladder m j).2.2, (ladder m k).1, hd]
      ring
    change poisson (N j k) (b l * a m) = _
    rw [poisson_mul_right, h1, h2]
    simp only [N]
    ring
  refine ⟨hN, ?_⟩
  -- summing over l = m, the two delta terms cancel
  rw [hamiltonian_eq, poisson_linear.1]
  simp only [hN, ← Finset.mul_sum, Finset.sum_sub_distrib]
  simp [delta]
```

## Commutators, uniqueness and reality

`Finset.sum_eq_single` collapses the sums containing a Kronecker delta.

```lean
/-- The observable of a matrix `A` acts linearly on the amplitudes:
`{∑ A_jk N_jk, a_l} = i ∑ A_lk a_k` and `{∑ A_jk N_jk, b_l} = -i ∑ A_jl b_j`. -/
theorem charge_ladder (A : Matrix (Fin n) (Fin n) ℂ) (l : Fin n) :
    poisson (charge A) (a l) = C I * ∑ k, C (A l k) * a k ∧
    poisson (charge A) (b l) = -C I * ∑ j, C (A j l) * b j := by
  have ha (j k : Fin n) : poisson (a l) (N j k) = -C I * delta l j * a k := by
    rw [N, poisson_mul_right, (ladder l j).2.2, (ladder l k).1]
    ring
  have hb (j k : Fin n) : poisson (b l) (N j k) = C I * delta k l * b j := by
    rw [N, poisson_mul_right, (ladder l j).2.1, poisson_antisymm (b l) (a k),
      (ladder k l).2.2]
    ring
  constructor
  · rw [poisson_antisymm, charge]
    simp only [poisson_linear, ha]
    rw [Finset.sum_eq_single l]
    · rw [Finset.mul_sum, ← Finset.sum_neg_distrib]
      refine Finset.sum_congr rfl fun k _ => ?_
      simp only [delta, ↓reduceIte]
      ring
    · intro j _ hj
      simp [delta, hj.symm]
    · simp
  · rw [poisson_antisymm, charge]
    simp only [poisson_linear, hb]
    rw [Finset.mul_sum, ← Finset.sum_neg_distrib]
    refine Finset.sum_congr rfl fun j _ => ?_
    rw [Finset.sum_eq_single l]
    · simp only [delta, ↓reduceIte]
      ring
    · intro k _ hk
      simp [delta, hk]
    · simp
```

Next, `e0` expands the bracket by Leibniz, while `e1` and `e2` reorder sums to recognise $AB$ and $BA$.

```lean
/-- The Poisson bracket of two matrix observables is `-i` times the observable of the
matrix commutator. -/
theorem charge_bracket (A B : Matrix (Fin n) (Fin n) ℂ) :
    poisson (charge A) (charge B) = -C I * charge (A * B - B * A) := by
  have e0 (f : Obs n) : poisson f (charge B)
      = ∑ l, ∑ m, C (B l m) * (poisson f (b l) * a m + b l * poisson f (a m)) := by
    simp only [charge, poisson_linear]
    simp only [N, poisson_mul_right]
  have e1 : charge (A * B) = ∑ l, ∑ m, C (B l m) * ((∑ j, C (A j l) * b j) * a m) := by
    simp only [charge, N, Matrix.mul_apply, map_sum, map_mul, Finset.sum_mul, Finset.mul_sum]
    conv_lhs => rw [Finset.sum_comm]
    conv_rhs => rw [Finset.sum_comm]
    refine Finset.sum_congr rfl fun m _ => ?_
    conv_lhs => rw [Finset.sum_comm]
    exact Finset.sum_congr rfl fun l _ => Finset.sum_congr rfl fun j _ => by ring
  have e2 : charge (B * A) = ∑ l, ∑ m, C (B l m) * (b l * ∑ k, C (A m k) * a k) := by
    simp only [charge, N, Matrix.mul_apply, map_sum, map_mul, Finset.sum_mul, Finset.mul_sum]
    refine Finset.sum_congr rfl fun l _ => ?_
    conv_lhs => rw [Finset.sum_comm]
    exact Finset.sum_congr rfl fun m _ => Finset.sum_congr rfl fun k _ => by ring
  have e3 : charge (A * B - B * A) = charge (A * B) - charge (B * A) := by
    simp only [charge, Matrix.sub_apply, map_sub, sub_mul, Finset.sum_sub_distrib]
  rw [e0, e3, e1, e2, ← Finset.sum_sub_distrib, Finset.mul_sum]
  refine Finset.sum_congr rfl fun l _ => ?_
  rw [← Finset.sum_sub_distrib, Finset.mul_sum]
  refine Finset.sum_congr rfl fun m _ => ?_
  rw [(charge_ladder A l).2, (charge_ladder A m).1]
  ring
```

The double bracket that returns $-A_{lm}$ is `key`; equal observables therefore have equal matrix elements.

```lean
/-- Different matrices give different observables. -/
theorem charge_injective : Function.Injective (charge (n := n)) := by
  have hI : (C I : Obs n) * C I = -1 := by rw [← C_mul, Complex.I_mul_I, C_neg, C_1]
  -- two brackets with amplitudes read off a matrix element
  have key (A : Matrix (Fin n) (Fin n) ℂ) (l m : Fin n) :
      poisson (b m) (poisson (charge A) (a l)) = -C (A l m) := by
    have hba (k : Fin n) : poisson (b m) (a k) = C I * delta k m := by
      rw [poisson_antisymm, (ladder k m).2.2]
      ring
    rw [(charge_ladder A l).1]
    simp only [poisson_linear, hba]
    rw [Finset.sum_eq_single m]
    · simp only [delta, ↓reduceIte]
      linear_combination C (A l m) * hI
    · intro k _ hk
      simp [delta, hk]
    · simp
  intro A B h
  ext l m
  have h1 := key A l m
  rw [h, key B l m] at h1
  exact (MvPolynomial.C_injective _ _ (neg_injective h1)).symm
```

`MvPolynomial.map (starRingEnd ℂ)` conjugates coefficients and leaves the variables alone, which treats positions and momenta as real. Injectivity turns equality of $Q_{A^\dagger}$ and $Q_A$ into Hermiticity.

```lean
/-- The observable of `A` has real coefficients in the positions and momenta exactly when
`A` is Hermitian. -/
theorem charge_real_iff (A : Matrix (Fin n) (Fin n) ℂ) :
    MvPolynomial.map (starRingEnd ℂ) (charge A) = charge A ↔ A.IsHermitian := by
  have hr : starRingEnd ℂ r = r := by simp [r]
  -- conjugation exchanges the two kinds of amplitude
  have ha (j : Fin n) : MvPolynomial.map (starRingEnd ℂ) (a j) = b j := by
    simp only [a, b, q, p, map_mul, map_add, map_C, map_X, hr, Complex.conj_I, map_neg]
    ring
  have hb (j : Fin n) : MvPolynomial.map (starRingEnd ℂ) (b j) = a j := by
    simp only [a, b, q, p, map_mul, map_sub, map_C, map_X, hr, Complex.conj_I, map_neg]
    ring
  have hN (j k : Fin n) : MvPolynomial.map (starRingEnd ℂ) (N j k) = N k j := by
    rw [N, map_mul, ha, hb, N, mul_comm]
  have h : MvPolynomial.map (starRingEnd ℂ) (charge A) = charge Aᴴ := by
    simp only [charge, map_sum, map_mul, map_C, hN]
    conv_lhs => rw [Finset.sum_comm]
    exact Finset.sum_congr rfl fun j _ => Finset.sum_congr rfl fun k _ => rfl
  rw [h]
  exact ⟨fun e => charge_injective e, fun e => congrArg charge e⟩

end

end OscillatorUnitarySymmetry
```

```lean
#print axioms OscillatorUnitarySymmetry.unitary_symmetry
-- 'OscillatorUnitarySymmetry.unitary_symmetry' depends on axioms: [propext, Classical.choice, Quot.sound]
#print axioms OscillatorUnitarySymmetry.charge_bracket
-- 'OscillatorUnitarySymmetry.charge_bracket' depends on axioms: [propext, Classical.choice, Quot.sound]
#print axioms OscillatorUnitarySymmetry.charge_real_iff
-- 'OscillatorUnitarySymmetry.charge_real_iff' depends on axioms: [propext, Classical.choice, Quot.sound]
```
